# Every two-electron integral (ab|cd) over Cartesian Gaussians is a weighted sum of integrals (e0|f0)

Two Gaussian basis functions sit on different atoms, and each carries angular momentum. Their product contains powers of the coordinates measured from the first nucleus and powers of the coordinates measured from the second. An integral program can benefit from having all the powers on one centre, because recursions can then be restricted to fewer kinds of integral. How can the powers be moved, and what does the move cost?

In one dimension, with centres $A$ and $B$ and exponents $a$ and $b$, the integral is
$$I(a,b)=\int (x-A)^a (x-B)^b\,\rho(x)\,dx,\qquad \rho(x)=\sum_{\mu\nu} c_\mu d_\nu\, e^{-\alpha_\mu (x-A)^2-\beta_\nu (x-B)^2}.$$
Here $c_\mu, d_\nu$ are contraction coefficients and $\alpha_\mu,\beta_\nu$ are the Gaussian exponents. Moving powers changes only the polynomial, while $\rho$ stays as it is. The argument is therefore about polynomials, and the code works in a namespace of its own on top of Mathlib.

In Lean 4 with Mathlib:

```lean
import Mathlib

open Finset

namespace HorizontalTransfer

noncomputable section
```

## One power moved along a line

All that matters about $\rho$ is the map $L(p)=\int p(x)\rho(x)\,dx$, which is linear in the polynomial $p$. The integral becomes
$$I(a,b)=L\big((x-A)^a(x-B)^b\big).$$

```lean
/-- The one-dimensional integral `I(a,b)` of `(x-A)^a (x-B)^b` over a charge distribution,
which is represented by the linear functional `L`. -/
def lineIntegral (L : Polynomial ℝ →ₗ[ℝ] ℝ) (A B : ℝ) (a b : ℕ) : ℝ :=
  L ((Polynomial.X - Polynomial.C A) ^ a * (Polynomial.X - Polynomial.C B) ^ b)
```

The type `Polynomial ℝ →ₗ[ℝ] ℝ` is that of real linear functionals on real polynomials. `Polynomial.X` is the coordinate $x$, and `Polynomial.C` turns a number into a constant polynomial. Any linear functional is allowed, so the contracted Gaussian density is one case among many. Neither positivity nor normalisation is assumed.

To lower the power on $B$, write one of its factors as
$$x-B=(x-A)+(A-B).$$
Multiplying by $(x-A)^a(x-B)^b$ gives
$$(x-A)^a(x-B)^{b+1}=(x-A)^{a+1}(x-B)^b+(A-B)(x-A)^a(x-B)^b,$$
and applying $L$ to both sides gives the horizontal recurrence
$$I(a,b+1)=I(a+1,b)+(A-B)\,I(a,b).$$

```lean
/-- Horizontal recurrence in one dimension: a power on centre `B` is moved to centre `A`. -/
theorem lineIntegral_horizontal (L : Polynomial ℝ →ₗ[ℝ] ℝ) (A B : ℝ) (a b : ℕ) :
    lineIntegral L A B a (b + 1) =
      lineIntegral L A B (a + 1) b + (A - B) * lineIntegral L A B a b := by
  -- the polynomial identity behind the recurrence is x - B = (x - A) + (A - B)
  have h : (Polynomial.X - Polynomial.C A) ^ a * (Polynomial.X - Polynomial.C B) ^ (b + 1) =
      (Polynomial.X - Polynomial.C A) ^ (a + 1) * (Polynomial.X - Polynomial.C B) ^ b +
      (A - B) • ((Polynomial.X - Polynomial.C A) ^ a *
        (Polynomial.X - Polynomial.C B) ^ b) := by
    rw [Polynomial.smul_eq_C_mul, Polynomial.C_sub]
    ring
  unfold lineIntegral
  rw [h, map_add, map_smul, smul_eq_mul]
```

The polynomial identity is `h`, which `ring` settles. The last line applies $L$: `map_add` splits the sum and `map_smul` takes out the number $A-B$.

Linearity is the hypothesis that carries the argument. Suppose that magnitudes of integrals are stored in place of the integrals, and take $L(p)=|p(0)|$, with $A=0$, $B=1$ and $a=b=0$. Then $I(0,1)=|-1|=1$, whereas $I(1,0)+(A-B)I(0,0)=0-1=-1$. The recurrence fails at its first step.

## All powers moved at once

Repeating the step $b$ times leaves only integrals with no power on $B$. The binomial theorem collects the result directly:
$$(x-B)^b=\big((x-A)+(A-B)\big)^b=\sum_{k=0}^{b}\binom bk (A-B)^{b-k}(x-A)^k .$$
Multiplying by $(x-A)^a$ and applying $L$ term by term gives
$$I(a,b)=\sum_{k=0}^{b}\binom bk (A-B)^{b-k}\,I(a+k,0).$$

```lean
/-- Closed form in one dimension: `I(a,b)` is a binomial sum of the integrals `I(a+k,0)`. -/
theorem lineIntegral_transfer (L : Polynomial ℝ →ₗ[ℝ] ℝ) (A B : ℝ) (a b : ℕ) :
    lineIntegral L A B a b =
      ∑ k ∈ range (b + 1),
        (b.choose k : ℝ) * (A - B) ^ (b - k) * lineIntegral L A B (a + k) 0 := by
  induction b generalizing a with
  | zero => simp
  | succ n _ =>
    -- expand all n + 1 factors at once by the binomial theorem
    have e : (Polynomial.X - Polynomial.C B : Polynomial ℝ) =
        (Polynomial.X - Polynomial.C A) + Polynomial.C (A - B) := by
      rw [Polynomial.C_sub]
      ring
    have h : (Polynomial.X - Polynomial.C A) ^ a * (Polynomial.X - Polynomial.C B) ^ (n + 1) =
        ∑ k ∈ range (n + 1 + 1), (((n + 1).choose k : ℝ) * (A - B) ^ (n + 1 - k)) •
          (Polynomial.X - Polynomial.C A) ^ (a + k) := by
      rw [e, add_pow, Finset.mul_sum]
      refine Finset.sum_congr rfl fun k _ => ?_
      rw [Polynomial.smul_eq_C_mul]
      simp only [map_mul, map_pow, map_natCast]
      ring
    unfold lineIntegral
    rw [h, map_sum]
    refine Finset.sum_congr rfl fun k _ => ?_
    rw [map_smul, smul_eq_mul, pow_zero, mul_one]
```

In the code `range (b + 1)` is the set $0,\dots,b$. The word `induction` serves only to separate $b=0$ from $b=n+1$, since the induction hypothesis is discarded. For $b=n+1$, `e` is the splitting of $x-B$, and `add_pow` is the binomial theorem. Then `map_sum` and `map_smul` carry $L$ through the sum.

## Angular factors in three dimensions

For an electron at $\mathbf r=(r_0,r_1,r_2)=(x,y,z)$ the polynomials have three variables, indexed by `Fin 3`.

```lean
/-- Real polynomials in the three Cartesian coordinates of one electron. -/
abbrev Poly3 := MvPolynomial (Fin 3) ℝ
```

A Cartesian Gaussian on centre $\mathbf A$ with exponent triple $a=(a_0,a_1,a_2)$ has the angular factor
$$\chi_{\mathbf A,a}(\mathbf r)=\prod_{i}(r_i-A_i)^{a_i}.$$
A $p_x$ function has $a=(1,0,0)$, and an $s$ function has $a=0$ and factor 1.

```lean
/-- The Cartesian angular factor `(x-A_x)^(a_x) (y-A_y)^(a_y) (z-A_z)^(a_z)` about centre `A`. -/
def cartesian (A : Fin 3 → ℝ) (a : Fin 3 → ℕ) : Poly3 :=
  ∏ i, (MvPolynomial.X i - MvPolynomial.C (A i)) ^ (a i)
```

When a triple $b$ on $\mathbf B$ is expanded about $\mathbf A$, each direction contributes its own binomial coefficient and its own power of the separation. The weight of the term with exponents $k$ is the product
$$W_{\mathbf A\mathbf B}(b,k)=\prod_i\binom{b_i}{k_i}(A_i-B_i)^{b_i-k_i}.$$

```lean
/-- The weight with which the exponents `k`, out of `b`, are moved from centre `B` to `A`. -/
def transferWeight (A B : Fin 3 → ℝ) (b k : Fin 3 → ℕ) : ℝ :=
  ∏ i, (((b i).choose (k i) : ℝ) * (A i - B i) ^ (b i - k i))
```

The triples that occur are those with $0\le k_i\le b_i$ in every direction, written $k\le b$ below. There are $(b_0+1)(b_1+1)(b_2+1)$ of them.

```lean
/-- The exponent triples `k` with `k_i ≤ b_i` in each direction. -/
def below (b : Fin 3 → ℕ) : Finset (Fin 3 → ℕ) :=
  Fintype.piFinset fun i => range (b i + 1)
```

## The two-electron integral as a bilinear functional

With real basis functions and the charge-cloud ordering, electron 1 carries the functions on $\mathbf A$ and $\mathbf B$, and electron 2 those on $\mathbf C$ and $\mathbf D$. Let $\rho_{AB}$ and $\rho_{CD}$ be the contracted products of exponentials, and let $g$ be the interaction, for instance $1/|\mathbf r_1-\mathbf r_2|$. Define
$$G(p,q)=\iint p(\mathbf r_1)\,\rho_{AB}(\mathbf r_1)\,g(\mathbf r_1,\mathbf r_2)\,\rho_{CD}(\mathbf r_2)\,q(\mathbf r_2)\,d\mathbf r_1 d\mathbf r_2 .$$
This is linear in $p$ and in $q$ separately, and
$$(ab|cd)=G\big(\chi_{\mathbf A,a}\chi_{\mathbf B,b},\;\chi_{\mathbf C,c}\chi_{\mathbf D,d}\big).$$

```lean
/-- The two-electron integral `(ab|cd)` over Cartesian factors on four centres; the bilinear
functional `G` holds the exponentials, the contraction and the interaction. -/
def eri (G : Poly3 →ₗ[ℝ] Poly3 →ₗ[ℝ] ℝ) (A B C D : Fin 3 → ℝ) (a b c d : Fin 3 → ℕ) : ℝ :=
  G (cartesian A a * cartesian B b) (cartesian C c * cartesian D d)
```

The two arrows in the type of `G` say that it takes a bra polynomial and returns a linear functional on ket polynomials. The code takes $G$ as given: it neither constructs the integral nor evaluates it.

The same $G$ appears on both sides of every equation below, and this fixes a convention. The exponentials and contraction coefficients of the original four functions are kept while the powers move. A zero in $(e0|f0)$ thus removes the angular factor on $\mathbf B$ or $\mathbf D$ but leaves the Gaussian there. If each integral were instead scaled by normalisation constants of its own Cartesian components, these could differ between the terms, and the equations would in general not hold as written. Such constants can be applied after the transfer.

## One power moved in the bra

Let $1_i$ be the triple with a one in direction $i$ and zeros elsewhere. Raising the exponent in that direction supplies one more factor:
$$\chi_{\mathbf A,a+1_i}=(r_i-A_i)\,\chi_{\mathbf A,a}.$$

```lean
/-- Raising the exponent in direction `i` multiplies the angular factor by `x_i - A_i`. -/
theorem cartesian_raise (A : Fin 3 → ℝ) (a : Fin 3 → ℕ) (i : Fin 3) :
    cartesian A (a + Pi.single i 1) =
      (MvPolynomial.X i - MvPolynomial.C (A i)) * cartesian A a := by
  have h : ∏ j, (MvPolynomial.X j - MvPolynomial.C (A j) : Poly3) ^
      ((Pi.single i 1 : Fin 3 → ℕ) j) = MvPolynomial.X i - MvPolynomial.C (A i) := by
    rw [Finset.prod_eq_single i]
    · simp
    · intro j _ hj
      simp [Pi.single_eq_of_ne hj]
    · simp
  unfold cartesian
  simp only [Pi.add_apply, pow_add, Finset.prod_mul_distrib]
  rw [h, mul_comm]
```

`Pi.single i 1` is $1_i$. The product over directions splits into the old angular factor and $\prod_j(r_j-A_j)^{(1_i)_j}$, where only $j=i$ differs from 1. `Finset.prod_eq_single` picks out that factor.

The splitting $r_i-B_i=(r_i-A_i)+(A_i-B_i)$ now gives
$$\chi_{\mathbf A,a}\chi_{\mathbf B,b+1_i}=\chi_{\mathbf A,a+1_i}\chi_{\mathbf B,b}+(A_i-B_i)\chi_{\mathbf A,a}\chi_{\mathbf B,b}.$$
Inserting this in the first slot of $G$, with the ket fixed, yields
$$(a\,(b+1_i)|cd)=((a+1_i)\,b|cd)+(A_i-B_i)(ab|cd).$$

```lean
/-- Horizontal recurrence for two-electron integrals: one power in direction `i` is moved
from centre `B` to centre `A`. -/
theorem eri_horizontal (G : Poly3 →ₗ[ℝ] Poly3 →ₗ[ℝ] ℝ) (A B C D : Fin 3 → ℝ)
    (a b c d : Fin 3 → ℕ) (i : Fin 3) :
    eri G A B C D a (b + Pi.single i 1) c d =
      eri G A B C D (a + Pi.single i 1) b c d + (A i - B i) * eri G A B C D a b c d := by
  have h : cartesian A a * cartesian B (b + Pi.single i 1) =
      cartesian A (a + Pi.single i 1) * cartesian B b +
        (A i - B i) • (cartesian A a * cartesian B b) := by
    rw [cartesian_raise B b i, cartesian_raise A a i, MvPolynomial.smul_eq_C_mul, map_sub]
    ring
  unfold eri
  rw [h, map_add, map_smul, LinearMap.add_apply, LinearMap.smul_apply, smul_eq_mul]
```

The code follows the same two steps: `h` is the polynomial identity, obtained from `cartesian_raise` on both centres, and the final rewriting uses linearity in the bra. The coefficient contains no Gaussian exponent, so the step can be carried out on integrals that are already contracted.

## All powers moved in three dimensions

Expand each direction by the binomial theorem and multiply out the three sums:
$$\chi_{\mathbf B,b}=\prod_i\sum_{m=0}^{b_i}\binom{b_i}{m}(A_i-B_i)^{b_i-m}(r_i-A_i)^m=\sum_{k\le b}W_{\mathbf A\mathbf B}(b,k)\,\chi_{\mathbf A,k}.$$
Choosing one term from each of the three sums is the same as choosing a triple $k\le b$. Since $\chi_{\mathbf A,a}\chi_{\mathbf A,k}=\chi_{\mathbf A,a+k}$,
$$\chi_{\mathbf A,a}\chi_{\mathbf B,b}=\sum_{k\le b}W_{\mathbf A\mathbf B}(b,k)\,\chi_{\mathbf A,a+k}.$$

```lean
/-- A product of angular factors on two centres is a weighted sum of factors on centre `A`. -/
theorem cartesian_transfer (A B : Fin 3 → ℝ) (a b : Fin 3 → ℕ) :
    cartesian A a * cartesian B b =
      ∑ k ∈ below b, transferWeight A B b k • cartesian A (a + k) := by
  -- binomial expansion in each direction
  have h : cartesian B b = ∏ i, ∑ m ∈ range (b i + 1),
      ((MvPolynomial.X i - MvPolynomial.C (A i) : Poly3) ^ m *
        MvPolynomial.C (A i - B i) ^ (b i - m) * ((b i).choose m : Poly3)) := by
    unfold cartesian
    refine Finset.prod_congr rfl fun i _ => ?_
    rw [← add_pow, map_sub]
    congr 1
    ring
  -- the product of three sums is a sum over exponent triples
  rw [h, Finset.prod_univ_sum, Finset.mul_sum]
  unfold below
  refine Finset.sum_congr rfl fun k _ => ?_
  unfold cartesian transferWeight
  rw [MvPolynomial.smul_eq_C_mul, map_prod, ← Finset.prod_mul_distrib,
    ← Finset.prod_mul_distrib]
  refine Finset.prod_congr rfl fun i _ => ?_
  simp only [Pi.add_apply, map_mul, map_pow, map_natCast, pow_add]
  ring
```

Here `h` is the expansion in each direction, and `Finset.prod_univ_sum` exchanges the product with the sums. The remaining lines compare the two sides for one triple $k$, direction by direction.

Applying a linear functional $L$ on three-variable polynomials gives the one-electron transfer
$$L(\chi_{\mathbf A,a}\chi_{\mathbf B,b})=\sum_{k\le b}W_{\mathbf A\mathbf B}(b,k)\,L(\chi_{\mathbf A,a+k}).$$

```lean
/-- One-electron transfer in three dimensions: an integral over factors on `A` and `B` is a
weighted sum of integrals over factors on `A` alone. -/
theorem oneElectron_transfer (L : Poly3 →ₗ[ℝ] ℝ) (A B : Fin 3 → ℝ) (a b : Fin 3 → ℕ) :
    L (cartesian A a * cartesian B b) =
      ∑ k ∈ below b, transferWeight A B b k * L (cartesian A (a + k)) := by
  rw [cartesian_transfer, map_sum]
  refine Finset.sum_congr rfl fun k _ => ?_
  rw [map_smul, smul_eq_mul]
```

This covers overlap and nuclear-attraction integrals, where the product of the two angular factors is integrated against a fixed weight. A kinetic-energy integral does not have this form as it stands, because its operator differentiates one of the two functions.

## Transfer in the bra, then in the ket

Fix the ket polynomial $q=\chi_{\mathbf C,c}\chi_{\mathbf D,d}$. Then $p\mapsto G(p,q)$ is a linear functional of the bra polynomial, and the one-electron transfer applies:
$$(ab|cd)=\sum_{k\le b}W_{\mathbf A\mathbf B}(b,k)\,G(\chi_{\mathbf A,a+k},\,\chi_{\mathbf C,c}\chi_{\mathbf D,d}).$$
In each term the bra is now fixed, and $q\mapsto G(\chi_{\mathbf A,a+k},q)$ is linear in the ket polynomial. A second transfer, from $\mathbf D$ to $\mathbf C$, gives
$$(ab|cd)=\sum_{k\le b}\sum_{l\le d}W_{\mathbf A\mathbf B}(b,k)\,W_{\mathbf C\mathbf D}(d,l)\,\big((a+k)\,0\,|\,(c+l)\,0\big).$$

```lean
/-- Every two-electron integral `(ab|cd)` is an explicit weighted sum of integrals `(e0|f0)`
with `e = a + k` and `f = c + l`, where `k ≤ b` and `l ≤ d` in each direction. -/
theorem eri_transfer (G : Poly3 →ₗ[ℝ] Poly3 →ₗ[ℝ] ℝ) (A B C D : Fin 3 → ℝ)
    (a b c d : Fin 3 → ℕ) :
    eri G A B C D a b c d =
      ∑ k ∈ below b, ∑ l ∈ below d,
        transferWeight A B b k * transferWeight C D d l *
          eri G A B C D (a + k) 0 (c + l) 0 := by
  have z : ∀ P : Fin 3 → ℝ, cartesian P 0 = 1 := fun P => by simp [cartesian]
  -- transfer in the bra, with the ket held fixed
  have h := oneElectron_transfer (G.flip (cartesian C c * cartesian D d)) A B a b
  simp only [LinearMap.flip_apply] at h
  unfold eri
  simp only [z, mul_one]
  rw [h]
  refine Finset.sum_congr rfl fun k _ => ?_
  -- transfer in the ket
  rw [oneElectron_transfer (G (cartesian A (a + k))) C D c d, Finset.mul_sum]
  refine Finset.sum_congr rfl fun l _ => ?_
  ring
```

`G.flip` exchanges the two arguments of $G$, so that the ket can be inserted first and held fixed. The auxiliary statement `z` says that a zero exponent triple has angular factor 1, which identifies the terms of the sum with integrals $(e0|f0)$.

For $b=1_i$ and $d=0$ the double sum has two terms, $((a+1_i)\,0|c0)$ with weight 1 and $(a0|c0)$ with weight $A_i-B_i$. For $b=d=0$ it reduces to the integral itself.

In electronic-structure codes that use Cartesian Gaussians, this identity lets the recursions whose coefficients contain Gaussian exponents be confined to the class $(e0|f0)$, provided that the interaction acts by multiplication, as the Coulomb repulsion does. In the Head-Gordon–Pople scheme, this transfer follows the vertical recurrences of Obara and Saika. Those recurrences build the $(e0|f0)$ from integrals over $s$ functions, depend on the Gaussian form of the weight and are not treated here.

## Coincident centres

If both bra functions sit on $\mathbf A$ and both ket functions on $\mathbf C$, there is no separation to correct for. Powers of the same factor combine,
$$\chi_{\mathbf A,a}\chi_{\mathbf A,b}=\chi_{\mathbf A,a+b},$$
and likewise on $\mathbf C$, so that
$$(ab|cd)=\big((a+b)\,0\,|\,(c+d)\,0\big).$$
The double sum agrees: with $A_i-B_i=0$ every weight vanishes except that of $k=b$, and the ket behaves in the same way.

```lean
/-- If the two centres coincide in the bra and in the ket, the exponents simply add. -/
theorem eri_coincident (G : Poly3 →ₗ[ℝ] Poly3 →ₗ[ℝ] ℝ) (A C : Fin 3 → ℝ)
    (a b c d : Fin 3 → ℕ) :
    eri G A A C C a b c d = eri G A A C C (a + b) 0 (c + d) 0 := by
  have h : ∀ (P : Fin 3 → ℝ) (m n : Fin 3 → ℕ),
      cartesian P m * cartesian P n = cartesian P (m + n) := fun P m n => by
    simp only [cartesian, Pi.add_apply, pow_add, Finset.prod_mul_distrib]
  unfold eri
  simp only [h, add_zero]

end

end HorizontalTransfer
```

The proof uses the addition of exponents directly, once in each slot of $G$, and does not pass through the double sum.

```lean
#print axioms HorizontalTransfer.eri_horizontal
#print axioms HorizontalTransfer.oneElectron_transfer
#print axioms HorizontalTransfer.eri_transfer
#print axioms HorizontalTransfer.eri_coincident
```

```
'HorizontalTransfer.eri_horizontal' depends on axioms: [propext, Classical.choice, Quot.sound]
'HorizontalTransfer.oneElectron_transfer' depends on axioms: [propext, Classical.choice, Quot.sound]
'HorizontalTransfer.eri_transfer' depends on axioms: [propext, Classical.choice, Quot.sound]
'HorizontalTransfer.eri_coincident' depends on axioms: [propext, Classical.choice, Quot.sound]
```
